# Minimum mean-field energy of a spin-1 magnet and its paramagnetic transition at D = 2K

A self-consistent mean-field loop for a spin-1 magnet can converge cleanly to the wrong state. Take a single-ion anisotropy $D>0$ and an exchange field proportional to the moment $\langle S_x\rangle$. If the loop starts from zero moment, the field vanishes, the site relaxes to the state with $S_z=0$, and the moment stays zero. The residual is zero and the reported energy is $0$, whatever the exchange strength. At $D=K=1$, in the notation below, the true minimum is $-1/8$, and nothing in the convergence log shows the difference. A spin-wave calculation built on that output then expands about the wrong reference state.

## The minimum energy and the moment

Let $e_1, e_0, e_{-1}$ be the eigenvectors of $S_z$ for spin 1, with $\hbar=1$. The mean-field energy per site of a normalised state $\psi$ is

$$E(\psi)=D\langle S_z^2\rangle-\frac K2\langle S_x\rangle^2 .$$

Here $D$ is the single-ion anisotropy, which for $D>0$ penalises the states $e_{\pm1}$. The constant $K>0$ is the ferromagnetic coupling between the $x$ components of the spins, summed over the neighbours of a site. For $K>0$ and $D\ge-2K$, which includes all $D\ge0$,

$$\min_\psi E(\psi)=\begin{cases}0,& D\ge 2K,\\[2pt] -\dfrac{(2K-D)^2}{8K},& D<2K.\end{cases}$$

The minimum is already reached in the one-angle family

$$\psi(a)=\cos a\,e_0+\sin a\,\frac{e_1+e_{-1}}{\sqrt2},\qquad a\in\mathbb R .$$

Every minimising state has $\langle S_x\rangle^2=0$ for $D\ge2K$ and $\langle S_x\rangle^2=1-(D/2K)^2$ otherwise. This is the square of the order parameter $\langle S_x\rangle$ of the transition from the magnet to the quantum paramagnet, within a mean-field model of identical, unentangled sites.

## Checks for a mean-field solver

The formula gives a solver a target that doesn't depend on its starting point. At $D=K=1$ the energy should be $-1/8$ and the squared moment $3/4$, with $a=\pi/6$ as one optimal angle. A run that returns $0$ and $0$ has stopped at the paramagnetic stationary point. If the transition appears at a value other than $D=2K$, one thing to check is the convention for $K$, which changes if each bond is counted twice.

The result also justifies a smaller search. For this energy, a minimiser over one real angle loses nothing against a minimiser over three complex amplitudes.

## From a bound on the moment to the minimum

Write $\psi=(\psi_0,\psi_1,\psi_2)$ for the amplitudes on $e_1,e_0,e_{-1}$ in that order, so that $\psi_1$ belongs to $e_0$. Set $u=\langle S_z^2\rangle$ and $m=\langle S_x\rangle$. The spin matrices give

$$u=|\psi_0|^2+|\psi_2|^2,\qquad m=\sqrt2\,\mathrm{Re}\,w,\qquad w=\psi_1^*(\psi_0+\psi_2),$$

and normalisation gives $1-u=|\psi_1|^2$.

**The moment is bounded by the weight on $e_{\pm1}$.** The parallelogram identity $2(|\psi_0|^2+|\psi_2|^2)=|\psi_0+\psi_2|^2+|\psi_0-\psi_2|^2$, multiplied by $2|\psi_1|^2$, gives

$$4u(1-u)=2|w|^2+2|\psi_1|^2|\psi_0-\psi_2|^2 .$$

Subtracting $m^2=2(\mathrm{Re}\,w)^2$ leaves

$$4u(1-u)-m^2=2(\mathrm{Im}\,w)^2+2|\psi_1|^2|\psi_0-\psi_2|^2\ \ge 0 .$$

**The energy is bounded below.** Since $K>0$, inserting $m^2\le4u(1-u)$ gives

$$E\ \ge\ Du-2Ku(1-u)=(D-2K)u+2Ku^2 .$$

For $D\ge2K$ both terms are non-negative, so $E\ge0$. For $D<2K$, completing the square gives

$$(D-2K)u+2Ku^2=\frac{\bigl(4Ku-(2K-D)\bigr)^2-(2K-D)^2}{8K}\ \ge\ -\frac{(2K-D)^2}{8K}.$$

**The bound is attained.** On the trial family $u=\sin^2a$ and $m=2\sin a\cos a=\sin2a$, hence

$$E(\psi(a))=D\sin^2a-\frac K2\sin^22a .$$

For $D\ge2K$ take $a=0$. For $-2K\le D<2K$ choose $a$ with $\sin^2a=(2K-D)/(4K)$, which lies between $0$ and $1$. The square then vanishes, and since $m^2=4u(1-u)$ on this family, the energy equals the bound.

**The moment of a minimiser is fixed.** If $D\ge2K$ and $E=0$, then $(D-2K)u+2Ku^2\le0$ forces $u=0$, and so $m=0$. If $D<2K$ and $E$ equals the bound, the square must vanish, so $u=(2K-D)/(4K)$. Solving the definition of $E$ for the moment gives

$$m^2=\frac2K(Du-E)=\frac{(2K-D)(2K+D)}{4K^2}=1-\Bigl(\frac{D}{2K}\Bigr)^2 .$$

## The Lean file

```lean
import Mathlib

open Matrix

namespace SpinOneQuantumParamagnet

noncomputable section

/-- The number `1/√2`. -/
def invSqrtTwo : ℝ := 1 / Real.sqrt 2

/-- The spin-1 operator `Sz` in the basis `e₁, e₀, e₋₁`. -/
def Sz : Matrix (Fin 3) (Fin 3) ℂ := !![1, 0, 0; 0, 0, 0; 0, 0, -1]

/-- The spin-1 operator `Sx` in the basis `e₁, e₀, e₋₁`. -/
def Sx : Matrix (Fin 3) (Fin 3) ℂ :=
  !![0, (invSqrtTwo : ℂ), 0; (invSqrtTwo : ℂ), 0, (invSqrtTwo : ℂ); 0, (invSqrtTwo : ℂ), 0]

/-- The real part of the expectation value `ψ† A ψ`. -/
def expect (A : Matrix (Fin 3) (Fin 3) ℂ) (ψ : Fin 3 → ℂ) : ℝ := (star ψ ⬝ᵥ A *ᵥ ψ).re

/-- The mean-field energy per site `D⟨Sz²⟩ - (K/2)⟨Sx⟩²`. -/
def meanField (D K : ℝ) (ψ : Fin 3 → ℂ) : ℝ :=
  D * expect (Sz * Sz) ψ - K / 2 * expect Sx ψ ^ 2

/-- The trial state `cos a e₀ + sin a (e₁ + e₋₁)/√2`. -/
def trial (a : ℝ) : Fin 3 → ℂ :=
  ![((invSqrtTwo * Real.sin a : ℝ) : ℂ), ((Real.cos a : ℝ) : ℂ),
    ((invSqrtTwo * Real.sin a : ℝ) : ℂ)]

/-- The piecewise energy: `0` for `D ≥ 2K`, and `-(2K - D)²/(8K)` for `D < 2K`. -/
def minEnergy (D K : ℝ) : ℝ := if 2 * K ≤ D then 0 else -(2 * K - D) ^ 2 / (8 * K)

lemma invSqrtTwo_sq : invSqrtTwo ^ 2 = 1 / 2 := by
  unfold invSqrtTwo
  rw [div_pow, Real.sq_sqrt (by norm_num)]
  norm_num

lemma star_dot_self (ψ : Fin 3 → ℂ) : star ψ ⬝ᵥ ψ =
    ((Complex.normSq (ψ 0) + Complex.normSq (ψ 1) + Complex.normSq (ψ 2) : ℝ) : ℂ) := by
  simp [dotProduct, Fin.sum_univ_three, Complex.normSq_eq_conj_mul_self]

/-- `⟨Sz²⟩` is the total weight of the state on `e₁` and `e₋₁`. -/
theorem expect_Sz_sq (ψ : Fin 3 → ℂ) :
    expect (Sz * Sz) ψ = Complex.normSq (ψ 0) + Complex.normSq (ψ 2) := by
  have hS : Sz * Sz = !![1, 0, 0; 0, 0, 0; 0, 0, 1] := by
    ext i j
    fin_cases i <;> fin_cases j <;> simp [Sz, Matrix.mul_apply, Fin.sum_univ_three]
  rw [hS]
  simp [expect, Matrix.mulVec, dotProduct, Fin.sum_univ_three, Complex.normSq_apply]

lemma expect_Sx (ψ : Fin 3 → ℂ) : expect Sx ψ = 2 * invSqrtTwo *
    ((ψ 1).re * ((ψ 0).re + (ψ 2).re) + (ψ 1).im * ((ψ 0).im + (ψ 2).im)) := by
  simp [expect, Sx, Matrix.mulVec, dotProduct, Fin.sum_univ_three]
  ring

/-- In every normalised spin-1 state the transverse moment obeys
`⟨Sx⟩² ≤ 4⟨Sz²⟩(1 - ⟨Sz²⟩)`. -/
theorem expect_Sx_sq_le (ψ : Fin 3 → ℂ) (hψ : star ψ ⬝ᵥ ψ = 1) :
    expect Sx ψ ^ 2 ≤ 4 * expect (Sz * Sz) ψ * (1 - expect (Sz * Sz) ψ) := by
  rw [star_dot_self] at hψ
  have hn : Complex.normSq (ψ 0) + Complex.normSq (ψ 1) + Complex.normSq (ψ 2) = 1 := by
    exact_mod_cast hψ
  have h1 : 1 - expect (Sz * Sz) ψ = Complex.normSq (ψ 1) := by
    rw [expect_Sz_sq]; linarith
  rw [h1, expect_Sz_sq, expect_Sx, mul_pow, mul_pow, invSqrtTwo_sq]
  simp only [Complex.normSq_apply]
  -- the difference of the two sides is a sum of squares
  nlinarith [sq_nonneg ((ψ 1).re * ((ψ 0).im + (ψ 2).im) - (ψ 1).im * ((ψ 0).re + (ψ 2).re)),
    mul_nonneg (add_nonneg (sq_nonneg (ψ 1).re) (sq_nonneg (ψ 1).im))
      (add_nonneg (sq_nonneg ((ψ 0).re - (ψ 2).re)) (sq_nonneg ((ψ 0).im - (ψ 2).im)))]

lemma expect_Sz_sq_nonneg (ψ : Fin 3 → ℂ) : 0 ≤ expect (Sz * Sz) ψ := by
  rw [expect_Sz_sq]
  exact add_nonneg (Complex.normSq_nonneg _) (Complex.normSq_nonneg _)

/-- For `K > 0` no normalised spin-1 state has mean-field energy below `minEnergy D K`. -/
theorem minEnergy_le (D K : ℝ) (hK : 0 < K) (ψ : Fin 3 → ℂ) (hψ : star ψ ⬝ᵥ ψ = 1) :
    minEnergy D K ≤ meanField D K ψ := by
  have h := expect_Sx_sq_le ψ hψ
  have hu := expect_Sz_sq_nonneg ψ
  unfold minEnergy meanField
  set u := expect (Sz * Sz) ψ
  set m := expect Sx ψ
  split_ifs with hD
  · nlinarith [mul_le_mul_of_nonneg_left h hK.le, mul_nonneg (sub_nonneg.2 hD) hu,
      mul_nonneg hK.le (sq_nonneg u)]
  · -- complete the square in u
    rw [div_le_iff₀ (by positivity)]
    nlinarith [mul_le_mul_of_nonneg_left h (sq_nonneg K), sq_nonneg (4 * K * u - (2 * K - D))]

lemma trial_normalized (a : ℝ) : star (trial a) ⬝ᵥ trial a = 1 := by
  have h0 : trial a 0 = ((invSqrtTwo * Real.sin a : ℝ) : ℂ) := rfl
  have h1 : trial a 1 = ((Real.cos a : ℝ) : ℂ) := rfl
  have h2 : trial a 2 = ((invSqrtTwo * Real.sin a : ℝ) : ℂ) := rfl
  have h : Complex.normSq (trial a 0) + Complex.normSq (trial a 1)
      + Complex.normSq (trial a 2) = 1 := by
    rw [h0, h1, h2]
    simp only [Complex.normSq_ofReal]
    linear_combination 2 * Real.sin a ^ 2 * invSqrtTwo_sq + Real.sin_sq_add_cos_sq a
  rw [star_dot_self, h, Complex.ofReal_one]

/-- On the trial family the mean-field energy is `D sin² a - (K/2) sin² 2a`. -/
theorem meanField_trial (D K a : ℝ) : meanField D K (trial a) =
    D * Real.sin a ^ 2 - K / 2 * Real.sin (2 * a) ^ 2 := by
  have h0 : trial a 0 = ((invSqrtTwo * Real.sin a : ℝ) : ℂ) := rfl
  have h1 : trial a 1 = ((Real.cos a : ℝ) : ℂ) := rfl
  have h2 : trial a 2 = ((invSqrtTwo * Real.sin a : ℝ) : ℂ) := rfl
  have hz : expect (Sz * Sz) (trial a) = Real.sin a ^ 2 := by
    rw [expect_Sz_sq, h0, h2]
    simp only [Complex.normSq_ofReal]
    linear_combination 2 * Real.sin a ^ 2 * invSqrtTwo_sq
  have hx : expect Sx (trial a) = Real.sin (2 * a) := by
    rw [expect_Sx, h0, h1, h2, Real.sin_two_mul]
    simp only [Complex.ofReal_re, Complex.ofReal_im]
    linear_combination 4 * Real.sin a * Real.cos a * invSqrtTwo_sq
  rw [meanField, hz, hx]

lemma exists_trial (D K : ℝ) (hK : 0 < K) (hD : -(2 * K) ≤ D) :
    ∃ a : ℝ, meanField D K (trial a) = minEnergy D K := by
  unfold minEnergy
  split_ifs with h
  · exact ⟨0, by rw [meanField_trial]; simp⟩
  · -- the optimal angle has sin² a = (2K - D)/(4K)
    have hlt : D < 2 * K := not_le.1 h
    have hu0 : 0 ≤ (2 * K - D) / (4 * K) := div_nonneg (by linarith) (by linarith)
    have hu1 : (2 * K - D) / (4 * K) ≤ 1 := by
      rw [div_le_iff₀ (by positivity)]; linarith
    refine ⟨Real.arcsin (Real.sqrt ((2 * K - D) / (4 * K))), ?_⟩
    have hs : Real.sin (Real.arcsin (Real.sqrt ((2 * K - D) / (4 * K)))) ^ 2
        = (2 * K - D) / (4 * K) := by
      rw [Real.sin_arcsin (by linarith [Real.sqrt_nonneg ((2 * K - D) / (4 * K))])
        (Real.sqrt_le_iff.2 ⟨zero_le_one, by linarith⟩), Real.sq_sqrt hu0]
    rw [meanField_trial, Real.sin_two_mul, mul_pow, mul_pow, Real.cos_sq', hs]
    field_simp
    ring

/-- For `K > 0` and `D ≥ -2K`, the minimum of the mean-field energy over the trial angle `a`
is `0` if `D ≥ 2K` and `-(2K - D)²/(8K)` otherwise. -/
theorem quantum_paramagnet_transition (D K : ℝ) (hK : 0 < K) (hD : -(2 * K) ≤ D) :
    IsLeast (Set.range fun a : ℝ => meanField D K (trial a))
      (if 2 * K ≤ D then 0 else -(2 * K - D) ^ 2 / (8 * K)) := by
  refine ⟨exists_trial D K hK hD, ?_⟩
  rintro _ ⟨a, rfl⟩
  exact minEnergy_le D K hK _ (trial_normalized a)

/-- For `K > 0` and `D ≥ -2K`, the minimum of the mean-field energy over all normalised complex
spin-1 states is `0` if `D ≥ 2K` and `-(2K - D)²/(8K)` otherwise. -/
theorem minimum_over_all_states (D K : ℝ) (hK : 0 < K) (hD : -(2 * K) ≤ D) :
    IsLeast (meanField D K '' {ψ | star ψ ⬝ᵥ ψ = 1})
      (if 2 * K ≤ D then 0 else -(2 * K - D) ^ 2 / (8 * K)) := by
  obtain ⟨a, ha⟩ := exists_trial D K hK hD
  refine ⟨⟨trial a, trial_normalized a, ha⟩, ?_⟩
  rintro _ ⟨ψ, hψ, rfl⟩
  exact minEnergy_le D K hK ψ hψ

/-- For `K > 0`, a normalised state with energy `minEnergy D K` has squared transverse moment
`⟨Sx⟩²` equal to `0` if `D ≥ 2K` and to `1 - (D/2K)²` otherwise. -/
theorem order_parameter (D K : ℝ) (hK : 0 < K) (ψ : Fin 3 → ℂ) (hψ : star ψ ⬝ᵥ ψ = 1)
    (hmin : meanField D K ψ = minEnergy D K) :
    expect Sx ψ ^ 2 = if 2 * K ≤ D then 0 else 1 - (D / (2 * K)) ^ 2 := by
  have h := expect_Sx_sq_le ψ hψ
  have hu := expect_Sz_sq_nonneg ψ
  unfold minEnergy meanField at hmin
  set u := expect (Sz * Sz) ψ
  set m := expect Sx ψ
  split_ifs at hmin ⊢ with hD
  · -- zero energy forces u = 0, hence no moment
    have h3 : u ^ 2 ≤ 0 := by
      by_contra hc
      nlinarith [mul_pos hK (not_le.1 hc), mul_le_mul_of_nonneg_left h hK.le,
        mul_nonneg (sub_nonneg.2 hD) hu]
    have hu0 : u = 0 := pow_eq_zero_iff two_ne_zero |>.1 (le_antisymm h3 (sq_nonneg u))
    refine le_antisymm ?_ (sq_nonneg m)
    rw [hu0] at h
    linarith
  · -- equality in the completed square fixes u, and then the moment
    have h8 : (D * u - K / 2 * m ^ 2) * (8 * K) = -(2 * K - D) ^ 2 := by
      rw [hmin, div_mul_cancel₀ _ (by positivity)]
    have h3 : (4 * K * u - (2 * K - D)) ^ 2 ≤ 0 := by
      nlinarith [mul_le_mul_of_nonneg_left h (sq_nonneg K)]
    have h4 : 4 * K * u - (2 * K - D) = 0 :=
      pow_eq_zero_iff two_ne_zero |>.1 (le_antisymm h3 (sq_nonneg _))
    have hm : m ^ 2 * (4 * K ^ 2) = 4 * K ^ 2 - D ^ 2 := by
      linear_combination (-1) * h8 + 2 * D * h4
    have hm' : m ^ 2 = (4 * K ^ 2 - D ^ 2) / (4 * K ^ 2) := by
      rw [eq_div_iff (by positivity)]
      exact hm
    rw [hm']
    field_simp
    ring

end

end SpinOneQuantumParamagnet
```

```lean
#print axioms SpinOneQuantumParamagnet.quantum_paramagnet_transition
#print axioms SpinOneQuantumParamagnet.minimum_over_all_states
#print axioms SpinOneQuantumParamagnet.order_parameter
```

```
'SpinOneQuantumParamagnet.quantum_paramagnet_transition' depends on axioms: [propext, Classical.choice, Quot.sound]
'SpinOneQuantumParamagnet.minimum_over_all_states' depends on axioms: [propext, Classical.choice, Quot.sound]
'SpinOneQuantumParamagnet.order_parameter' depends on axioms: [propext, Classical.choice, Quot.sound]
```

## How the Lean statements read

A state is a function `Fin 3 → ℂ`, and normalisation is the hypothesis `star ψ ⬝ᵥ ψ = 1`. `Sz` and `Sx` are the explicit spin-1 matrices. `expect` takes the real part of $\psi^\dagger A\psi$, which is the whole value for the Hermitian operators used here. `meanField D K ψ` is $E(\psi)$, and `trial a` is $\psi(a)$.

`quantum_paramagnet_transition` says that the piecewise value is the least element (`IsLeast`) of the set of energies reached as $a$ runs over the real numbers: some angle attains it and none goes below it. `minimum_over_all_states` says the same for the energies of all normalised complex states. Both assume `0 < K` and `-(2 * K) ≤ D`.

`order_parameter` takes a normalised state whose energy equals `minEnergy D K` and returns its squared moment. It doesn't assume $D\ge-2K$. Below that value no normalised state has this energy, so the theorem then says nothing about real minimisers.

## How the proof follows the derivation

`expect_Sz_sq` and `expect_Sx` are the component formulas for $u$ and $m$. `expect_Sx_sq_le` is the bound $m^2\le4u(1-u)$. There `nlinarith` is given the two non-negative terms found above, written in real and imaginary parts.

`minEnergy_le` proves the lower bound, with `split_ifs` separating the two cases. For $D\ge2K$ the tactic receives the non-negative products $(D-2K)u$ and $Ku^2$. Otherwise it receives the completed square, after the inequality has been multiplied by $8K$.

`trial_normalized` and `meanField_trial` evaluate the trial family. `exists_trial` supplies the angle: $0$ in the paramagnet, and otherwise the arcsine of $\sqrt{(2K-D)/(4K)}$. The hypothesis on $D$ enters here, to keep that square root at or below $1$. Each of the two minimum theorems joins this angle to the lower bound.

`order_parameter` runs the lower bound backwards. In each case it shows that a square is at most zero and concludes that its base is zero. For $D\ge2K$ this gives $u=0$, and the bound on the moment then gives $m^2=0$. For $D<2K$ it fixes $u$, and `linear_combination` obtains $m^2$ from the energy equation.

## A strongly negative anisotropy breaks the formula

Drop the condition $D\ge-2K$ and take $K=1$, $D=-4$. The formula gives $-36/8=-4.5$. On the trial family, however, the energy is $-6u+2u^2$ with $u=\sin^2a\le1$, and its minimum is $-4$, at $u=1$. The formula would need $u=3/2$, more weight on $e_{\pm1}$ than a normalised state has. A code that scans $D$ into the easy-axis range should stop using the formula at $D=-2K$.

## One site in a mean field, not the full lattice

The theorems concern the energy function of a single spin-1 site in a pure state. That this function describes a lattice is an assumption: every site carries the same state, sites are unentangled, and only the $x$ components are coupled. The value $D=2K$ is therefore the mean-field transition point, and correlations between sites can shift the transition of the interacting lattice model. Temperature and the spin-wave spectrum don't enter.

The theorems also hold in exact real arithmetic and say nothing about whether a given iteration converges. A solver's output should be compared with the formula to within a tolerance, and from a starting state with non-zero moment.
